# Equal ground energies in two uncoupled sectors make the ground level at least twofold degenerate

The theorem `two_le_finrank_groundSpace` concerns a system made of two uncoupled sectors, each with a finite, nonempty basis and a Hermitian Hamiltonian, `A` or `B`. The Hamiltonian of the whole is the block-diagonal matrix with blocks `A` and `B`. If the lowest eigenvalues of `A` and `B` are equal, the theorem says, the eigenspace of the whole matrix at its own lowest eigenvalue has complex dimension at least two. The proof takes a nonzero ground vector from each sector, not necessarily normalised, and extends it by zero to the other sector. It then sets out to show that the two extended vectors lie in the ground space and are linearly independent.

An attempt in Lean 4 with a fault in it:

```lean
import Mathlib

open Matrix Module
open scoped ComplexOrder

namespace SymmetryAllowedCrossing

noncomputable section

variable {n m : Type*} [Fintype n] [DecidableEq n] [Fintype m] [DecidableEq m]

/-- The real energies of `H`: numbers `E` for which `H v = E v` has a nonzero solution. -/
def energies {n : Type*} [Fintype n] (H : Matrix n n ℂ) : Set ℝ :=
  {E | ∃ v : n → ℂ, v ≠ 0 ∧ H *ᵥ v = (E : ℂ) • v}

/-- The ground energy, the infimum of the energies; meant for Hermitian `H` on a nonzero space. -/
def groundEnergy {n : Type*} [Fintype n] (H : Matrix n n ℂ) : ℝ := sInf (energies H)

/-- The eigenspace of `H` at its ground energy. -/
def groundSpace (H : Matrix n n ℂ) : Submodule ℂ (n → ℂ) :=
  End.eigenspace (Matrix.toLin' H) (groundEnergy H : ℂ)

private lemma eigenvalue_mem {H : Matrix n n ℂ} (hH : H.IsHermitian) (i : n) :
    hH.eigenvalues i ∈ energies H := by
  refine ⟨(hH.eigenvectorBasis i).ofLp, fun h => ?_, ?_⟩
  · exact hH.eigenvectorBasis.orthonormal.ne_zero i (WithLp.ofLp_injective 2 h)
  · refine (hH.mulVec_eigenvectorBasis i).trans ?_
    ext j
    simp [Complex.real_smul]

/-- The ground energy of a Hermitian Hamiltonian is its least energy, and it is attained. -/
theorem groundEnergy_isLeast [Nonempty n] {H : Matrix n n ℂ} (hH : H.IsHermitian) :
    IsLeast (energies H) (groundEnergy H) := by
  have hfin : (energies H).Finite := by
    refine ((End.finite_hasEigenvalue (Matrix.toLin' H)).preimage
      Complex.ofReal_injective.injOn).subset ?_
    rintro E ⟨v, hv, hE⟩
    change End.HasEigenvalue (Matrix.toLin' H) (E : ℂ)
    exact End.hasEigenvalue_of_hasEigenvector (x := v)
      ⟨End.mem_eigenspace_iff.mpr (by rw [Matrix.toLin'_apply]; exact hE), hv⟩
  have hne : (energies H).Nonempty := ⟨_, eigenvalue_mem hH (Classical.arbitrary n)⟩
  exact ⟨hne.csInf_mem hfin, fun E hE => csInf_le hfin.bddBelow hE⟩

omit [DecidableEq n] [DecidableEq m] in
private lemma block_eigen {A : Matrix n n ℂ} {B : Matrix m m ℂ} {E : ℂ} {v : n → ℂ}
    {w : m → ℂ} (hv : A *ᵥ v = E • v) (hw : B *ᵥ w = E • w) :
    fromBlocks A 0 0 B *ᵥ Sum.elim v w = E • Sum.elim v w := by
  ext (i | i) <;> simp [Matrix.fromBlocks_mulVec, hv, hw]

omit [DecidableEq n] [DecidableEq m] in
/-- The energies of two uncoupled symmetry sectors are those of one sector together with
those of the other. -/
theorem energies_fromBlocks (A : Matrix n n ℂ) (B : Matrix m m ℂ) :
    energies (fromBlocks A 0 0 B) = energies A ∪ energies B := by
  ext E
  constructor
  · rintro ⟨v, hv, h⟩
    by_cases hl : v ∘ Sum.inl = 0
    · refine Or.inr ⟨v ∘ Sum.inr, fun hr => hv ?_, ?_⟩
      · ext (i | i)
        · exact congrFun hl i
        · exact congrFun hr i
      · ext i
        simpa [Matrix.fromBlocks_mulVec] using congrFun h (Sum.inr i)
    · refine Or.inl ⟨v ∘ Sum.inl, hl, ?_⟩
      ext i
      simpa [Matrix.fromBlocks_mulVec] using congrFun h (Sum.inl i)
  · rintro (⟨v, hv, h⟩ | ⟨w, hw, h⟩)
    · exact ⟨Sum.elim v 0, fun h0 => hv (funext fun i => congrFun h0 (Sum.inl i)),
        block_eigen h (by simp)⟩
    · exact ⟨Sum.elim 0 w, fun h0 => hw (funext fun i => congrFun h0 (Sum.inr i)),
        block_eigen (by simp) h⟩

/-- The ground energy of two uncoupled sectors with Hermitian Hamiltonians is the smaller of the
sector ground energies. -/
theorem groundEnergy_fromBlocks [Nonempty n] [Nonempty m] {A : Matrix n n ℂ}
    {B : Matrix m m ℂ} (hA : A.IsHermitian) (hB : B.IsHermitian) :
    groundEnergy (fromBlocks A 0 0 B) = min (groundEnergy A) (groundEnergy B) := by
  have h := (groundEnergy_isLeast hA).union (groundEnergy_isLeast hB)
  rw [← energies_fromBlocks] at h
  exact h.csInf_eq

/-- If two uncoupled sectors with Hermitian Hamiltonians have equal ground energies, the ground
space of the whole system is at least two-dimensional. -/
theorem two_le_finrank_groundSpace [Nonempty n] [Nonempty m] {A : Matrix n n ℂ}
    {B : Matrix m m ℂ} (hA : A.IsHermitian) (hB : B.IsHermitian)
    (hAB : groundEnergy A = groundEnergy B) :
    2 ≤ finrank ℂ (groundSpace (fromBlocks A 0 0 B)) := by
  obtain ⟨v, hv, hvE⟩ := (groundEnergy_isLeast hA).1
  obtain ⟨w, hw, hwE⟩ := (groundEnergy_isLeast hB).1
  have hE : groundEnergy (fromBlocks A 0 0 B) = groundEnergy A := by
    rw [groundEnergy_fromBlocks hA hB, ← hAB, min_self]
  rw [← hAB] at hwE
  have hx : Sum.elim v 0 ∈ groundSpace (fromBlocks A 0 0 B) := by
    rw [groundSpace, End.mem_eigenspace_iff, Matrix.toLin'_apply, hE]
    exact block_eigen hvE (by simp)
  have hy : Sum.elim 0 w ∈ groundSpace (fromBlocks A 0 0 B) := by
    rw [groundSpace, End.mem_eigenspace_iff, Matrix.toLin'_apply, hE]
    exact block_eigen (by simp) hwE
  -- vectors supported in different sectors are linearly independent
  have hli : LinearIndependent ℂ
      ![(⟨_, hx⟩ : groundSpace (fromBlocks A 0 0 B)), ⟨_, hy⟩] := by
    rw [LinearIndependent.pair_iff]
    intro s t h
    have h' : s • Sum.elim v (0 : m → ℂ) + t • Sum.elim (0 : n → ℂ) w = 0 :=
      congrArg Subtype.val h
    obtain ⟨i, hi⟩ := Function.ne_iff.mp hv
    obtain ⟨j, hj⟩ := Function.ne_iff.mp hw
    have hi' : v i ≠ 0 := hi
    have hj' : w j ≠ 0 := hj
    exact ⟨by simpa [hi'] using congrFun h' (Sum.inl i),
      by simpa [hj'] using congrFun h' (Sum.inr j)⟩
  simpa using hli.fintype_card_le_finrank

end

end SymmetryAllowedCrossing
```

Messages:

```
Main.lean:97:21: error: numerals are data in Lean, but the expected type is universe polymorphic and may be a proposition
  ?m.192 → ?m.194 : Sort (imax (?u.100 + 1) ?u.98)
Main.lean:99:23: error: unsolved goals
n : Type u_1
m : Type u_2
inst✝⁵ : Fintype n
inst✝⁴ : DecidableEq n
inst✝³ : Fintype m
inst✝² : DecidableEq m
inst✝¹ : Nonempty n
inst✝ : Nonempty m
A : Matrix n n ℂ
B : Matrix m m ℂ
hA : A.IsHermitian
hB : B.IsHermitian
hAB : groundEnergy A = groundEnergy B
v : n → ℂ
hv : v ≠ 0
hvE : A *ᵥ v = ↑(groundEnergy A) • v
w : m → ℂ
hw : w ≠ 0
hwE : B *ᵥ w = ↑(groundEnergy A) • w
hE : groundEnergy (fromBlocks A 0 0 B) = groundEnergy A
hx : v ⊕ᵥ 0 ∈ groundSpace (fromBlocks A 0 0 B)
⊢ A *ᵥ sorry () = groundEnergy A • sorry ()
```

Cause. The first error points at the `0` in `Sum.elim 0 w`, in the statement of `hy`. `Sum.elim` joins two functions with a common codomain, which may live in any `Sort`, propositions included. When Lean reaches the `0`, it has not yet used `w` to learn that the codomain is `ℂ`. The expected type is still `?m.192 → ?m.194`, which might be a proposition, and Lean refuses a numeral there. In `hx` the order is reversed: `v` comes first and settles the codomain before the `0` is read.

The second error follows from the first. Lean put a `sorry` where the zero vector should have been, so `by simp` had to prove the eigenvalue equation for an unknown vector instead of for zero, and could not.

Writing `(0 : n → ℂ)` gives the numeral its type at once, which cures both errors. The added word "nonzero" is mere tidying of a comment and has no effect on compilation.

Lean accepts the file once it reads:

```diff
@@ -95,8 +95,8 @@
     rw [groundSpace, End.mem_eigenspace_iff, Matrix.toLin'_apply, hE]
     exact block_eigen hvE (by simp)
-  have hy : Sum.elim 0 w ∈ groundSpace (fromBlocks A 0 0 B) := by
+  have hy : Sum.elim (0 : n → ℂ) w ∈ groundSpace (fromBlocks A 0 0 B) := by
     rw [groundSpace, End.mem_eigenspace_iff, Matrix.toLin'_apply, hE]
     exact block_eigen (by simp) hwE
-  -- vectors supported in different sectors are linearly independent
+  -- nonzero vectors supported in different sectors are linearly independent
   have hli : LinearIndependent ℂ
       ![(⟨_, hx⟩ : groundSpace (fromBlocks A 0 0 B)), ⟨_, hy⟩] := by
```
